# Mean energy of a displaced Gaussian on a harmonic curve, and its mean vertical excitation energy

In the Franck–Condon picture of an electronic transition, the electronic state of a molecule changes before the nuclei have moved, and the vibrational wave function finds itself on a new potential curve. This text computes its mean energy there. For a normalised real wave function \(\psi\) in a potential \(V\), with \(\hbar=m=1\), the mean energy is written here as

\[
\langle H\rangle=\int_{-\infty}^{\infty}\Big(\tfrac12\psi'(x)^2+V(x)\,\psi(x)^2\Big)\,dx .
\]

For a Gaussian, integration by parts turns the first term into the usual \(-\tfrac12\psi\psi''\).

```lean
import Mathlib

open Real MeasureTheory

namespace VerticalExcitation

noncomputable section
```

## The packet, the curve and the energy

The vibrational state is a Gaussian with width parameter \(a>0\) and centre \(d\):

\[
\psi(x)=(a/\pi)^{1/4}e^{-a(x-d)^2/2}.
\]

In ordinary units \(a\) would be \(m\omega/\hbar\), so here it is also the frequency of the well to which the packet belongs. The function is real and carries no mean momentum.

```lean
/-- The real Gaussian wave packet with width parameter `a > 0` and centre `d`. -/
def packet (a d x : ℝ) : ℝ := (a / π) ^ (1 / 4 : ℝ) * Real.exp (-(a * (x - d) ^ 2) / 2)
```

The potential curve has frequency \(b\), centre \(c\) and minimum \(E\), so that \(V(x)=E+\tfrac12b^2(x-c)^2\). The letter \(E\) stands for the bottom of the curve and not for an energy level.

```lean
/-- A harmonic potential curve with frequency `b`, centre `c` and minimum `E`, for unit mass. -/
def well (b c E x : ℝ) : ℝ := E + b ^ 2 * (x - c) ^ 2 / 2
```

The energy density is the integrand above. In Lean, `deriv ψ x` is the actual derivative of the wave function, not a formula supplied separately.

```lean
/-- The energy density of a real wave function `ψ` in the potential `V`, with `ħ = m = 1`. -/
def energyDensity (V ψ : ℝ → ℝ) (x : ℝ) : ℝ := (deriv ψ x) ^ 2 / 2 + V x * ψ x ^ 2
```

The mean energy is the integral of this density over the whole line. Lean assigns the value zero to the integral of a non-integrable function, so integrability is proved below together with the value.

```lean
/-- The integral of the energy density over the line, which is the mean energy when `ψ` is
normalised. -/
def meanEnergy (V ψ : ℝ → ℝ) : ℝ := ∫ x, energyDensity V ψ x
```

## Density, slope and stationary state

Squaring the packet doubles the exponent and turns the fourth root into a square root:

\[
\psi(x)^2=\sqrt{a/\pi}\;e^{-a(x-d)^2}.
\]

The proof treats the two factors separately, as `h1` and `h2`.

```lean
/-- For `a > 0` the probability density of the packet is a Gaussian with prefactor `√(a/π)`. -/
theorem packet_sq {a : ℝ} (ha : 0 < a) (d x : ℝ) :
    packet a d x ^ 2 = √(a / π) * Real.exp (-a * (x - d) ^ 2) := by
  have h1 : ((a / π) ^ (1 / 4 : ℝ)) ^ 2 = √(a / π) := by
    rw [Real.sqrt_eq_rpow, ← Real.rpow_natCast, ← Real.rpow_mul (by positivity)]
    congr 1
    norm_num
  have h2 : Real.exp (-(a * (x - d) ^ 2) / 2) ^ 2 = Real.exp (-a * (x - d) ^ 2) := by
    rw [pow_two (Real.exp _), ← Real.exp_add]
    congr 1
    ring
  rw [packet, mul_pow, h1, h2]
```

By the chain rule, \(\psi'(x)=-a(x-d)\,\psi(x)\). `HasDerivAt` states both that the derivative exists and what it is.

```lean
/-- The slope of the packet is `-a (x - d)` times the packet. -/
theorem hasDerivAt_packet (a d x : ℝ) :
    HasDerivAt (packet a d) (-(a * (x - d)) * packet a d x) x := by
  have h : HasDerivAt (fun y : ℝ => -(a * (y - d) ^ 2) / 2) (-(a * (x - d))) x :=
    (((((hasDerivAt_id' x).sub_const d).fun_pow 2).const_mul a).fun_neg.div_const 2).congr_deriv
      (by push_cast; ring)
  exact (h.exp.const_mul ((a / π) ^ (1 / 4 : ℝ))).congr_deriv (by simp only [packet]; ring)
```

A second differentiation gives \(\psi''=-a\psi+a^2(x-d)^2\psi\). In the well with frequency \(a\), centre \(d\) and minimum \(E\), the quadratic terms cancel:

\[
-\tfrac12\psi''+\Big(E+\tfrac12a^2(x-d)^2\Big)\psi=\Big(E+\tfrac a2\Big)\psi .
\]

The packet is therefore a stationary state of its own well, at the zero-point energy, which makes it the natural initial state for a vertical transition.

```lean
/-- The packet solves the stationary Schrödinger equation of the well with frequency `a`,
centre `d` and minimum `E`, at energy `E + a/2`. -/
theorem packet_stationary (a d E x : ℝ) :
    -(deriv (deriv (packet a d)) x) / 2 + well a d E x * packet a d x
      = (E + a / 2) * packet a d x := by
  have h1 : deriv (packet a d) = fun y => -(a * (y - d)) * packet a d y :=
    funext fun y => (hasDerivAt_packet a d y).deriv
  have h2 : HasDerivAt (fun y : ℝ => -(a * (y - d))) (-a) x :=
    (((hasDerivAt_id' x).sub_const d).const_mul a).fun_neg.congr_deriv (by ring)
  rw [h1, (h2.fun_mul (hasDerivAt_packet a d x)).deriv]
  simp only [well]
  ring
```

## Gaussian moments from total derivatives

Write \(y=x-d\) for the position measured from the centre of the packet. The moments involve \(e^{-ay^2}\), \(y\,e^{-ay^2}\) and \(y^2e^{-ay^2}\), all integrable for \(a>0\). Mathlib states the first two cases directly; the third follows from its result for real powers.

```lean
/-- For `a > 0` the function `x² exp(-a x²)` is integrable over the line. -/
theorem integrable_sq_gaussian {a : ℝ} (ha : 0 < a) :
    Integrable (fun x : ℝ => x ^ 2 * Real.exp (-a * x ^ 2)) := by
  have h := integrable_rpow_mul_exp_neg_mul_sq ha (s := 2) (by norm_num)
  simpa only [Real.rpow_two] using h
```

The integral of a total derivative vanishes when the function and its derivative are both integrable. Applied to \(e^{-ay^2}\) and to \(y\,e^{-ay^2}\), this gives

\[
-2a\int y\,e^{-ay^2}dy=0,\qquad
\int e^{-ay^2}dy-2a\int y^2e^{-ay^2}dy=0 .
\]

Since \(\int e^{-ay^2}dy=\sqrt{\pi/a}\), the first moment is zero and the second is \(\sqrt{\pi/a}/(2a)\). The two bullets of the proof are these two equations, with `hd` as the derivative in each.

```lean
/-- For `a > 0` the first moment of `exp(-a x²)` vanishes and the second is `√(π/a)/(2a)`. -/
theorem gaussian_moments {a : ℝ} (ha : 0 < a) :
    (∫ x : ℝ, x * Real.exp (-a * x ^ 2)) = 0 ∧
      (∫ x : ℝ, x ^ 2 * Real.exp (-a * x ^ 2)) = √(π / a) / (2 * a) := by
  have i0 := integrable_exp_neg_mul_sq ha
  have i1 := integrable_mul_exp_neg_mul_sq ha
  have i2 := integrable_sq_gaussian ha
  have hq : ∀ x : ℝ, HasDerivAt (fun y : ℝ => -a * y ^ 2) (-2 * a * x) x := fun x =>
    ((hasDerivAt_pow 2 x).const_mul (-a)).congr_deriv (by push_cast; ring)
  constructor
  · -- the integrand is a multiple of the derivative of the Gaussian
    have hd : ∀ x : ℝ, HasDerivAt (fun y : ℝ => Real.exp (-a * y ^ 2))
        ((-2 * a) * (x * Real.exp (-a * x ^ 2))) x := fun x =>
      (hq x).exp.congr_deriv (by ring)
    have h := integral_eq_zero_of_hasDerivAt_of_integrable hd (i1.const_mul (-2 * a)) i0
    rw [integral_const_mul] at h
    exact (mul_eq_zero.mp h).resolve_left (by linarith [ha] |> fun h : -2 * a < 0 => h.ne)
  · -- integrate the derivative of x exp(-a x²)
    have hd : ∀ x : ℝ, HasDerivAt (fun y : ℝ => y * Real.exp (-a * y ^ 2))
        (Real.exp (-a * x ^ 2) - (2 * a) * (x ^ 2 * Real.exp (-a * x ^ 2))) x := fun x =>
      ((hasDerivAt_id' x).fun_mul (hq x).exp).congr_deriv (by ring)
    have h := integral_eq_zero_of_hasDerivAt_of_integrable hd (i0.sub (i2.const_mul (2 * a))) i1
    rw [integral_sub i0 (i2.const_mul (2 * a)), integral_const_mul, integral_gaussian] at h
    rw [eq_div_iff (by positivity)]
    linear_combination -h
```

## Averaging a quadratic over the packet

For real coefficients \(p,q,r\), shifting the integration variable to \(y\) gives

\[
\int\big(p+q(x-d)+r(x-d)^2\big)\psi^2\,dx
=\sqrt{\tfrac a\pi}\left(p\sqrt{\tfrac\pi a}+0+\frac{r}{2a}\sqrt{\tfrac\pi a}\right)
=p+\frac r{2a}.
\]

The choice \(p=1\), \(q=r=0\) shows that the packet is normalised. In the proof, `hshift` is the change of variable and `hN` the cancellation of the two square roots.

```lean
/-- For `a > 0` a quadratic `p + q (x - d) + r (x - d)²` has a convergent average over the
packet, equal to `p + r/(2a)`. -/
theorem packet_average {a : ℝ} (ha : 0 < a) (d p q r : ℝ) :
    Integrable (fun x => (p + q * (x - d) + r * (x - d) ^ 2) * packet a d x ^ 2) ∧
      (∫ x, (p + q * (x - d) + r * (x - d) ^ 2) * packet a d x ^ 2) = p + r / (2 * a) := by
  have i0 := (integrable_exp_neg_mul_sq ha).const_mul p
  have i1 := (integrable_mul_exp_neg_mul_sq ha).const_mul q
  have i2 := (integrable_sq_gaussian ha).const_mul r
  have i01 : Integrable (fun y : ℝ => p * Real.exp (-a * y ^ 2)
      + q * (y * Real.exp (-a * y ^ 2))) := i0.add i1
  obtain ⟨g, hg⟩ : ∃ g : ℝ → ℝ, g = fun y => √(a / π) * (p * Real.exp (-a * y ^ 2)
      + q * (y * Real.exp (-a * y ^ 2)) + r * (y ^ 2 * Real.exp (-a * y ^ 2))) := ⟨_, rfl⟩
  have ig : Integrable g := by
    rw [hg]
    exact (i01.add i2).const_mul _
  -- measure positions from the centre of the packet
  have hshift : (fun x => (p + q * (x - d) + r * (x - d) ^ 2) * packet a d x ^ 2)
      = fun x => g (x - d) := by
    funext x
    simp only [packet_sq ha, hg]
    ring
  have hN : √(a / π) * √(π / a) = 1 := by
    have h : a / π * (π / a) = 1 := by field_simp
    rw [← Real.sqrt_mul (by positivity), h, Real.sqrt_one]
  rw [hshift]
  refine ⟨ig.comp_sub_right d, ?_⟩
  rw [integral_sub_right_eq_self g d]
  simp only [hg]
  rw [integral_const_mul, integral_add i01 i2, integral_add i0 i1, integral_const_mul,
    integral_const_mul, integral_const_mul, integral_gaussian, (gaussian_moments ha).1,
    (gaussian_moments ha).2]
  linear_combination (p + r / (2 * a)) * hN
```

## Mean energy on an arbitrary harmonic curve

The slope formula makes the kinetic term \(\tfrac12a^2(x-d)^2\psi^2\). In the potential, write \(x-c=(x-d)+(d-c)\). The energy density becomes \(\psi^2\) times a quadratic in \(x-d\) with coefficients

\[
p=E+\tfrac12b^2(d-c)^2,\qquad q=b^2(d-c),\qquad r=\tfrac12(a^2+b^2).
\]

The average \(p+r/(2a)\) is then

\[
\langle H\rangle=E+\frac{a^2+b^2}{4a}+\frac{b^2(d-c)^2}{2}.
\]

The theorem holds for \(a>0\) and all real \(b,c,d,E\). With \(c=E=0\) the potential is \(\tfrac12b^2x^2\) and the mean energy is \((a^2+b^2)/(4a)+b^2d^2/2\). The step `h` is the expansion about the packet's centre, after which `packet_average` supplies both integrability and value.

```lean
/-- For `a > 0` the packet has an integrable energy density on any harmonic curve, and its mean
energy is `E + (a² + b²)/(4a) + b² (d - c)²/2`. -/
theorem meanEnergy_packet {a : ℝ} (ha : 0 < a) (b c d E : ℝ) :
    Integrable (energyDensity (well b c E) (packet a d)) ∧
      meanEnergy (well b c E) (packet a d)
        = E + (a ^ 2 + b ^ 2) / (4 * a) + b ^ 2 * (d - c) ^ 2 / 2 := by
  -- expand the potential about the centre of the packet
  have h : energyDensity (well b c E) (packet a d) = fun x =>
      ((E + b ^ 2 * (d - c) ^ 2 / 2) + (b ^ 2 * (d - c)) * (x - d)
        + ((a ^ 2 + b ^ 2) / 2) * (x - d) ^ 2) * packet a d x ^ 2 := by
    funext x
    simp only [energyDensity, well, (hasDerivAt_packet a d x).deriv]
    ring
  obtain ⟨hi, hv⟩ := packet_average ha d (E + b ^ 2 * (d - c) ^ 2 / 2) (b ^ 2 * (d - c))
    ((a ^ 2 + b ^ 2) / 2)
  rw [meanEnergy, h]
  refine ⟨hi, hv.trans ?_⟩
  ring
```

## The zero-point bound and its equality case

Let \(b>0\) as well. Since \((a^2+b^2)/(4a)-b/2=(a-b)^2/(4a)\),

\[
\langle H\rangle-\Big(E+\frac b2\Big)=\frac{(a-b)^2}{4a}+\frac{b^2(d-c)^2}{2}\ \ge 0 .
\]

The first term is the cost of a wrong width, the second that of a displacement. Their sum vanishes only if each does, that is, exactly when \(a=b\) and \(d=c\). The identity is `hid` in the proof, and `e1` to `e4` extract the two equalities. The bound is stated for these Gaussians only, whereas the variational principle concerns every admissible state.

```lean
/-- For `a, b > 0` the mean energy of the packet on the harmonic curve is at least `E + b/2`,
with equality exactly when the widths match, `a = b`, and the centres coincide, `d = c`. -/
theorem zeroPoint_le_meanEnergy {a b : ℝ} (ha : 0 < a) (hb : 0 < b) (c d E : ℝ) :
    E + b / 2 ≤ meanEnergy (well b c E) (packet a d) ∧
      (meanEnergy (well b c E) (packet a d) = E + b / 2 ↔ a = b ∧ d = c) := by
  -- the excess energy is a squeezing term plus a displacement term
  have hid : meanEnergy (well b c E) (packet a d)
      = E + b / 2 + ((a - b) ^ 2 / (4 * a) + b ^ 2 * (d - c) ^ 2 / 2) := by
    rw [(meanEnergy_packet ha b c d E).2]
    field_simp
    ring
  have h1 : 0 ≤ (a - b) ^ 2 / (4 * a) := by positivity
  have h2 : 0 ≤ b ^ 2 * (d - c) ^ 2 / 2 := by positivity
  rw [hid]
  refine ⟨by linarith, ?_, ?_⟩
  · intro h
    have e1 : (a - b) ^ 2 / (4 * a) = 0 := by linarith
    have e2 : b ^ 2 * (d - c) ^ 2 = 0 := by linarith
    have e3 : (a - b) ^ 2 = 0 := (div_eq_zero_iff.mp e1).resolve_right (by positivity)
    have e4 : (d - c) ^ 2 = 0 := (mul_eq_zero.mp e2).resolve_left (pow_ne_zero 2 hb.ne')
    exact ⟨sub_eq_zero.mp ((pow_eq_zero_iff two_ne_zero).mp e3),
      sub_eq_zero.mp ((pow_eq_zero_iff two_ne_zero).mp e4)⟩
  · rintro ⟨rfl, rfl⟩
    simp
```

## The mean vertical excitation energy

Let the initial curve be the packet's own well, with minimum \(E_0\), and the final curve have frequency \(b\), centre \(c\) and minimum \(E_1\). Setting \(b=a\) and \(c=d\) in the mean-energy formula gives the initial energy \(E_0+a/2\). Subtracting it from the final one gives

\[
\Delta=E_1-E_0+\frac{b^2-a^2}{4a}+\frac{b^2(d-c)^2}{2}.
\]

In electronic-structure work, "vertical excitation energy" often means the gap between the two curves at the initial minimum \(x=d\), which is \(E_1-E_0+\tfrac12b^2(d-c)^2\). The remaining term, \((b^2-a^2)/(4a)\), comes from the finite width of the packet and vanishes for equal positive frequencies.

For a single harmonic mode, \(\Delta\) estimates the mean position of a vibrationally broadened absorption band from a cold molecule. That use rests on a physical assumption which the theorem takes as its starting point: the electronic transition hands the vibrational wave function over unchanged.

```lean
/-- Mean vertical excitation energy: for `a > 0`, moving the packet unchanged from its own well
(frequency `a`, centre `d`, minimum `E₀`) to a well with frequency `b`, centre `c` and minimum
`E₁` changes the mean energy by `E₁ - E₀ + (b² - a²)/(4a) + b² (d - c)²/2`. -/
theorem vertical_excitation {a : ℝ} (ha : 0 < a) (b c d E₀ E₁ : ℝ) :
    meanEnergy (well b c E₁) (packet a d) - meanEnergy (well a d E₀) (packet a d)
      = E₁ - E₀ + (b ^ 2 - a ^ 2) / (4 * a) + b ^ 2 * (d - c) ^ 2 / 2 := by
  rw [(meanEnergy_packet ha b c d E₁).2, (meanEnergy_packet ha a d d E₀).2]
  ring

end

end VerticalExcitation
```

```lean
#print axioms VerticalExcitation.packet_stationary
#print axioms VerticalExcitation.zeroPoint_le_meanEnergy
#print axioms VerticalExcitation.vertical_excitation
```

```
'VerticalExcitation.packet_stationary' depends on axioms: [propext, Classical.choice, Quot.sound]
'VerticalExcitation.zeroPoint_le_meanEnergy' depends on axioms: [propext, Classical.choice, Quot.sound]
'VerticalExcitation.vertical_excitation' depends on axioms: [propext, Classical.choice, Quot.sound]
```
